# Uniform product-state mean field doubles the critical field of the transverse-field Ising chain

## Two critical fields from one Hamiltonian

Let $X_j$ and $Z_j$ be the Pauli matrices on site $j$ of an infinite chain with

$$H=-J\sum_j\left(Z_jZ_{j+1}+g\,X_j\right),\qquad J>0,\quad g\ge 0 .$$

The magnetization is $m=\langle Z_j\rangle$, and $g$ is the transverse field in units of $J$. I put every spin in the same state, minimize the energy per site, and find that $m$ vanishes at $g=2$. The free-fermion solution has its gap closing at $g=1$. A clean factor of two makes me suspect that I have miscounted the bonds. Have I?

## The bond count is right, and the factor is exactly two

No. There is one bond per site, and with that count the best uniform product state is magnetized for $g<2$, while the fermion modes become gapless only at $g=1$. The discrepancy belongs to the approximation.

### Minimizing over product states

Set $J=1$ and give every spin the normalized spinor $(\varphi_0,\varphi_1)$. Then

$$\langle Z\rangle=|\varphi_0|^2-|\varphi_1|^2=m,\qquad \langle X\rangle=2\,\mathrm{Re}(\varphi_0^*\varphi_1).$$

Neighbouring spins are uncorrelated, so $\langle Z_jZ_{j+1}\rangle=m^2$ and the energy per site is $-m^2-g\langle X\rangle$. At fixed $m$ the transverse polarization is bounded:

$$\langle X\rangle^2\le 4|\varphi_0|^2|\varphi_1|^2=(|\varphi_0|^2+|\varphi_1|^2)^2-(|\varphi_0|^2-|\varphi_1|^2)^2=1-m^2 .$$

The amplitudes $\varphi_0=\sqrt{(1+m)/2}$ and $\varphi_1=\sqrt{(1-m)/2}$ give $\langle X\rangle=\sqrt{1-m^2}$. Since $g\ge0$, the least energy at magnetization $m$ is therefore

$$e(m)=-m^2-g\sqrt{1-m^2}.$$

With $s=\sqrt{1-m^2}\in[0,1]$ this becomes

$$e=s^2-1-gs=\left(s-\tfrac g2\right)^2-1-\tfrac{g^2}{4}.$$

If $0\le g\le2$, the value $s=g/2$ is allowed, and the minimizers are exactly the $m$ with $m^2=1-g^2/4$. They are nonzero when $g<2$.

If $g\ge2$, compare with the unmagnetized state, for which $e(0)=-g$:

$$e(m)-e(0)=-(1-s^2)+g(1-s)=(1-s)(g-1-s).$$

For $m\ne0$ we have $s<1\le g-1$, so both factors are positive and $m$ is not a minimizer.

### The gap of the fermion modes

The Jordan–Wigner transformation turns the chain into free fermions with nearest-neighbour hopping and pairing. At wave number $k$, in units of $2J$ and after a choice of phase, the Bogoliubov–de Gennes matrix is

$$M_k=\begin{pmatrix} g-\cos k&\sin k\\ \sin k&-(g-\cos k)\end{pmatrix}.$$

Its characteristic determinant is

$$\det(E-M_k)=E^2-(g-\cos k)^2-\sin^2k=E^2-(1+g^2-2g\cos k),$$

so the eigenvalues are $\pm\varepsilon_k$ with $\varepsilon_k=\sqrt{1+g^2-2g\cos k}$. Moreover

$$\varepsilon_k^2=(1-g)^2+2g(1-\cos k)\ge(1-g)^2,$$

with equality at $k=0$. The smallest mode energy is $|1-g|$, which vanishes only at $g=1$.

### Where a miscount would hide

The same mean-field result follows from a single spin in the field of its neighbours, and there the counting does go wrong readily. Each spin has two neighbours, so its effective Hamiltonian is $-2mZ-gX$. Self-consistency requires $m=2m/\sqrt{4m^2+g^2}$, and a nonzero solution has $m^2=1-g^2/4$, as before. If you carry over the one bond per site from the energy and write $-mZ-gX$, you get $m^2=1-g^2$ and a critical field of $1$. That agrees with the exact value by accident, so the agreement conceals the error.

### The chain in Lean

```lean
import Mathlib

open Matrix
open scoped Kronecker

namespace IsingMeanFieldVersusExact

noncomputable section

/-- The Pauli matrix X, which couples to the transverse field. -/
def pauliX : Matrix (Fin 2) (Fin 2) ℂ := !![0, 1; 1, 0]

/-- The Pauli matrix Z, whose expectation value is the magnetization. -/
def pauliZ : Matrix (Fin 2) (Fin 2) ℂ := !![1, 0; 0, -1]

/-- The Ising Hamiltonian per site: one ferromagnetic bond and one transverse-field term,
in units of the exchange coupling. -/
def siteHamiltonian (g : ℝ) : Matrix (Fin 2 × Fin 2) (Fin 2 × Fin 2) ℂ :=
  -(pauliZ ⊗ₖ pauliZ) - (g : ℂ) • (pauliX ⊗ₖ (1 : Matrix (Fin 2) (Fin 2) ℂ))

/-- The state of two neighbouring spins that share the same spinor. -/
def pairState (φ : Fin 2 → ℂ) : Fin 2 × Fin 2 → ℂ := fun p => φ p.1 * φ p.2

/-- The energy per site of the uniform product state built from a normalized spinor. -/
def productEnergy (g : ℝ) (φ : Fin 2 → ℂ) : ℝ :=
  (star (pairState φ) ⬝ᵥ (siteHamiltonian g *ᵥ pairState φ)).re

/-- The mean-field energy per site at magnetization `m`, for `m` between -1 and 1. -/
def meanFieldEnergy (g m : ℝ) : ℝ := -m ^ 2 - g * √(1 - m ^ 2)

/-- Mean field predicts order: some nonzero magnetization minimizes the mean-field energy. -/
def MeanFieldOrdered (g : ℝ) : Prop :=
  ∃ m ∈ Set.Icc (-1 : ℝ) 1, m ≠ 0 ∧ IsMinOn (meanFieldEnergy g) (Set.Icc (-1) 1) m

/-- The Bogoliubov–de Gennes matrix of the Ising chain at wave number `k`, in a real basis
and in units of twice the exchange coupling. -/
def modeMatrix (g k : ℝ) : Matrix (Fin 2) (Fin 2) ℝ :=
  !![g - Real.cos k, Real.sin k; Real.sin k, -(g - Real.cos k)]

/-- The energy of the free-fermion mode at wave number `k`. -/
def modeEnergy (g k : ℝ) : ℝ := √(1 + g ^ 2 - 2 * g * Real.cos k)

/-- The product-state energy in terms of the two spinor amplitudes. -/
theorem productEnergy_eq (g : ℝ) (φ : Fin 2 → ℂ) :
    productEnergy g φ = -(Complex.normSq (φ 0) - Complex.normSq (φ 1)) ^ 2
      - 2 * g * ((φ 0).re * (φ 1).re + (φ 0).im * (φ 1).im)
        * (Complex.normSq (φ 0) + Complex.normSq (φ 1)) := by
  simp [productEnergy, pairState, siteHamiltonian, pauliX, pauliZ, dotProduct, Matrix.mulVec,
    Fintype.sum_prod_type, Fin.sum_univ_two, Matrix.kroneckerMap_apply, Matrix.one_apply,
    Complex.normSq_apply]
  ring

/-- For a nonnegative field and `m` between -1 and 1, the mean-field energy is the least energy
per site of a uniform product state with magnetization `m`. -/
theorem meanFieldEnergy_isLeast {g m : ℝ} (hg : 0 ≤ g) (hm : m ∈ Set.Icc (-1 : ℝ) 1) :
    IsLeast {e | ∃ φ : Fin 2 → ℂ, Complex.normSq (φ 0) + Complex.normSq (φ 1) = 1 ∧
      Complex.normSq (φ 0) - Complex.normSq (φ 1) = m ∧ productEnergy g φ = e}
      (meanFieldEnergy g m) := by
  obtain ⟨hm1, hm2⟩ := hm
  constructor
  · -- real nonnegative amplitudes reach the bound
    obtain ⟨a, ha0, ha⟩ : ∃ a : ℝ, 0 ≤ a ∧ a * a = (1 + m) / 2 :=
      ⟨√((1 + m) / 2), Real.sqrt_nonneg _, Real.mul_self_sqrt (by linarith)⟩
    obtain ⟨b, hb0, hb⟩ : ∃ b : ℝ, 0 ≤ b ∧ b * b = (1 - m) / 2 :=
      ⟨√((1 - m) / 2), Real.sqrt_nonneg _, Real.mul_self_sqrt (by linarith)⟩
    have hsq : 1 - m ^ 2 = (2 * (a * b)) ^ 2 := by
      linear_combination (-4 * b ^ 2) * ha - 4 * ((1 + m) / 2) * hb
    have hs : √(1 - m ^ 2) = 2 * (a * b) := by
      rw [hsq, Real.sqrt_sq (by positivity)]
    refine ⟨![(a : ℂ), (b : ℂ)], ?_, ?_, ?_⟩
    · simp only [Matrix.cons_val_zero, Matrix.cons_val_one, Complex.normSq_ofReal]
      linarith
    · simp only [Matrix.cons_val_zero, Matrix.cons_val_one, Complex.normSq_ofReal]
      linarith
    · rw [productEnergy_eq, meanFieldEnergy, hs]
      simp only [Matrix.cons_val_zero, Matrix.cons_val_one, Complex.normSq_ofReal,
        Complex.ofReal_re, Complex.ofReal_im]
      rw [ha, hb]
      ring
  · -- the transverse polarization is at most √(1 - m²)
    rintro e ⟨φ, h1, h2, rfl⟩
    have hmm : 1 - m ^ 2 = 4 * Complex.normSq (φ 0) * Complex.normSq (φ 1) := by
      linear_combination (-(1 + Complex.normSq (φ 0) + Complex.normSq (φ 1))) * h1
        + (Complex.normSq (φ 0) - Complex.normSq (φ 1) + m) * h2
    have hr : 2 * ((φ 0).re * (φ 1).re + (φ 0).im * (φ 1).im) ≤ √(1 - m ^ 2) := by
      refine le_trans (le_abs_self _) (Real.abs_le_sqrt ?_)
      rw [hmm]
      simp only [Complex.normSq_apply]
      nlinarith [sq_nonneg ((φ 0).re * (φ 1).im - (φ 0).im * (φ 1).re)]
    rw [productEnergy_eq, h1, h2, meanFieldEnergy]
    nlinarith [mul_le_mul_of_nonneg_left hr hg]

/-- The mean-field energy as a complete square in the transverse polarization,
for `m` between -1 and 1. -/
theorem meanFieldEnergy_eq_square (g : ℝ) {m : ℝ} (hm : m ∈ Set.Icc (-1 : ℝ) 1) :
    meanFieldEnergy g m = (√(1 - m ^ 2) - g / 2) ^ 2 - 1 - g ^ 2 / 4 := by
  have h := Real.sq_sqrt (show 0 ≤ 1 - m ^ 2 by nlinarith [hm.1, hm.2])
  unfold meanFieldEnergy
  linear_combination -h

/-- For fields between 0 and 2, a magnetization `m` between -1 and 1 minimizes the mean-field
energy exactly when `m² = 1 - g²/4`. -/
theorem isMinOn_iff_magnetization {g m : ℝ} (hg : 0 ≤ g) (hg2 : g ≤ 2)
    (hm : m ∈ Set.Icc (-1 : ℝ) 1) :
    IsMinOn (meanFieldEnergy g) (Set.Icc (-1) 1) m ↔ m ^ 2 = 1 - g ^ 2 / 4 := by
  have hroot : √((g / 2) ^ 2) = g / 2 := Real.sqrt_sq (by linarith)
  rw [isMinOn_iff]
  constructor
  · intro h
    -- compare with a magnetization at which the square vanishes
    have h0 := Real.sq_sqrt (show 0 ≤ 1 - g ^ 2 / 4 by nlinarith)
    have hn := Real.sqrt_nonneg (1 - g ^ 2 / 4)
    have hmem : √(1 - g ^ 2 / 4) ∈ Set.Icc (-1 : ℝ) 1 :=
      ⟨by linarith, by nlinarith [sq_nonneg g]⟩
    have hc := h _ hmem
    rw [meanFieldEnergy_eq_square g hm, meanFieldEnergy_eq_square g hmem, h0,
      show 1 - (1 - g ^ 2 / 4) = (g / 2) ^ 2 by ring, hroot] at hc
    have hz : (√(1 - m ^ 2) - g / 2) ^ 2 = 0 :=
      le_antisymm (by linarith) (sq_nonneg _)
    have hs : √(1 - m ^ 2) = g / 2 := sub_eq_zero.mp (pow_eq_zero_iff two_ne_zero |>.mp hz)
    have hq := Real.sq_sqrt (show 0 ≤ 1 - m ^ 2 by nlinarith [hm.1, hm.2])
    rw [hs] at hq
    linarith
  · intro h x hx
    rw [meanFieldEnergy_eq_square g hm, meanFieldEnergy_eq_square g hx,
      show 1 - m ^ 2 = (g / 2) ^ 2 by rw [h]; ring, hroot]
    nlinarith [sq_nonneg (√(1 - x ^ 2) - g / 2)]

/-- For a nonnegative field, mean field predicts order exactly when `g < 2`. -/
theorem meanFieldOrdered_iff {g : ℝ} (hg : 0 ≤ g) : MeanFieldOrdered g ↔ g < 2 := by
  constructor
  · rintro ⟨m, hm, hm0, hmin⟩
    by_contra hlt
    have hg2 : 2 ≤ g := not_lt.mp hlt
    have hc := isMinOn_iff.mp hmin 0 (by norm_num)
    have hE : meanFieldEnergy g 0 = -g := by simp [meanFieldEnergy]
    rw [hE, meanFieldEnergy] at hc
    have hq := Real.sq_sqrt (show 0 ≤ 1 - m ^ 2 by nlinarith [hm.1, hm.2])
    have hmpos : 0 < m ^ 2 := by positivity
    have hs : √(1 - m ^ 2) < 1 := by nlinarith [Real.sqrt_nonneg (1 - m ^ 2)]
    -- the energy above the unmagnetized state is a product of positive factors
    nlinarith [mul_pos (sub_pos.mpr hs)
      (show 0 < g - 1 - √(1 - m ^ 2) by linarith)]
  · intro hlt
    have hpos : 0 < 1 - g ^ 2 / 4 := by nlinarith
    have h0 := Real.sq_sqrt hpos.le
    have hn := Real.sqrt_pos.mpr hpos
    have hmem : √(1 - g ^ 2 / 4) ∈ Set.Icc (-1 : ℝ) 1 :=
      ⟨by linarith, by nlinarith [sq_nonneg g]⟩
    exact ⟨_, hmem, hn.ne', (isMinOn_iff_magnetization hg hlt.le hmem).mpr h0⟩

/-- The eigenvalues of the Bogoliubov–de Gennes matrix are plus and minus the mode energy. -/
theorem modeMatrix_eigenvalue_iff (g k E : ℝ) :
    (E • (1 : Matrix (Fin 2) (Fin 2) ℝ) - modeMatrix g k).det = 0 ↔
      E = modeEnergy g k ∨ E = -modeEnergy g k := by
  have hnonneg : 0 ≤ 1 + g ^ 2 - 2 * g * Real.cos k := by
    nlinarith [Real.sin_sq_add_cos_sq k, sq_nonneg (g - Real.cos k), sq_nonneg (Real.sin k)]
  have hε : modeEnergy g k ^ 2 = 1 + g ^ 2 - 2 * g * Real.cos k := Real.sq_sqrt hnonneg
  have hdet : (E • (1 : Matrix (Fin 2) (Fin 2) ℝ) - modeMatrix g k).det
      = E ^ 2 - modeEnergy g k ^ 2 := by
    rw [hε, Matrix.det_fin_two]
    simp [modeMatrix]
    linear_combination -Real.sin_sq_add_cos_sq k
  rw [hdet, sub_eq_zero, sq_eq_sq_iff_eq_or_eq_neg]

/-- For a nonnegative field, the lowest mode energy over all wave numbers is `|1 - g|`. -/
theorem modeEnergy_gap {g : ℝ} (hg : 0 ≤ g) :
    IsLeast (Set.range (modeEnergy g)) |1 - g| := by
  constructor
  · refine ⟨0, ?_⟩
    rw [modeEnergy, Real.cos_zero, show 1 + g ^ 2 - 2 * g * 1 = (1 - g) ^ 2 by ring,
      Real.sqrt_sq_eq_abs]
  · rintro e ⟨k, rfl⟩
    exact Real.abs_le_sqrt (by nlinarith [mul_le_mul_of_nonneg_left (Real.cos_le_one k) hg])

/-- For a nonnegative field, mean field orders exactly when `g < 2`, whereas an exact mode
energy vanishes at some wave number exactly when `g = 1`. -/
theorem meanField_and_exact_criticality {g : ℝ} (hg : 0 ≤ g) :
    (MeanFieldOrdered g ↔ g < 2) ∧ ((∃ k, modeEnergy g k = 0) ↔ g = 1) := by
  refine ⟨meanFieldOrdered_iff hg, ?_, ?_⟩
  · rintro ⟨k, hk⟩
    have h := (modeEnergy_gap hg).2 ⟨k, hk⟩
    have hz := abs_eq_zero.mp (le_antisymm h (abs_nonneg _))
    linarith
  · rintro rfl
    obtain ⟨k, hk⟩ := (modeEnergy_gap hg).1
    exact ⟨k, by rw [hk]; norm_num⟩

/-- If the exact chain has a zero mode at the nonnegative field `gc`, then mean field orders at
a nonnegative field `g` exactly when `g` is below twice `gc`. -/
theorem meanField_doubles_critical_field {g gc : ℝ} (hg : 0 ≤ g) (hgc : 0 ≤ gc)
    (hzero : ∃ k, modeEnergy gc k = 0) : MeanFieldOrdered g ↔ g < 2 * gc := by
  rw [(meanField_and_exact_criticality hgc).2.mp hzero, mul_one]
  exact meanFieldOrdered_iff hg

end

end IsingMeanFieldVersusExact
```

```lean
#print axioms IsingMeanFieldVersusExact.meanFieldEnergy_isLeast
#print axioms IsingMeanFieldVersusExact.modeMatrix_eigenvalue_iff
#print axioms IsingMeanFieldVersusExact.meanField_doubles_critical_field
```

```
'IsingMeanFieldVersusExact.meanFieldEnergy_isLeast' depends on axioms: [propext, Classical.choice, Quot.sound]
'IsingMeanFieldVersusExact.modeMatrix_eigenvalue_iff' depends on axioms: [propext, Classical.choice, Quot.sound]
'IsingMeanFieldVersusExact.meanField_doubles_critical_field' depends on axioms: [propext, Classical.choice, Quot.sound]
```

### What the definitions and theorems say

`siteHamiltonian g` is a $4\times4$ matrix on two spins, despite its name: it holds the one bond and the one field term that belong to a site. `pairState φ` gives both spins the same complex spinor, and `productEnergy g φ` is the real part of the expectation value. It is an energy per site only for normalized `φ`, a condition that `meanFieldEnergy_isLeast` imposes explicitly. That theorem says that `meanFieldEnergy g m`, the function $e(m)$ above, is attained by a product state of magnetization $m$ and is a lower bound for all of them.

`MeanFieldOrdered g` says that some nonzero $m$ in $[-1,1]$ is a global minimizer on that interval. The interval matters, because Lean's real square root of a negative number is $0$, and beyond $|m|=1$ the formula would fall as $-m^2$ without limit.

`modeMatrix g k` is $M_k$, and `modeEnergy g k` is $\varepsilon_k$. The physical excitation energy is $2J\varepsilon_k$. The wave number runs over all real values, as suits an infinite chain; a finite ring has only discrete ones.

The theorem `meanField_and_exact_criticality` states, for $g\ge0$, that mean field orders if and only if $g<2$, and that some mode energy vanishes if and only if $g=1$. The sign condition matters for the second equivalence: at $g=-1$ the mode at $k=\pi$ has zero energy. `meanField_doubles_critical_field` then puts the comparison into one statement. If the modes are gapless at some field `gc` $\ge0$, mean field orders at $g\ge0$ exactly when $g<2\,$`gc`.

The step from the spin chain to $M_k$, by Jordan–Wigner and Fourier transformation, enters as a definition. "Exact" criticality here means a zero of the mode energy; long-range order of the true ground state for $g<1$ is a further result. The variational side is restricted to product states with the same spinor on every site.

For simulation, the result gives the threshold of the energy-minimizing uniform matrix product state of bond dimension one, for this infinite nearest-neighbour chain: it remains magnetized up to twice the field at which the fermion gap closes.

### From spinor amplitudes to the two thresholds

`productEnergy_eq` expands the expectation value in the two amplitudes. `simp` writes out the finite sums and `ring` collects the terms. The extra factor $|\varphi_0|^2+|\varphi_1|^2$ in the field term is the squared norm of the second spin's spinor, which equals $1$ when the spinor is normalized.

`meanFieldEnergy_isLeast` has two halves. The first supplies the real amplitudes `a` and `b` given above and checks normalization, magnetization and energy. The second proves the bound on $\langle X\rangle$. The square passed to `nlinarith` there is $(\mathrm{Im}\,\varphi_0^*\varphi_1)^2$, the amount by which $|\varphi_0|^2|\varphi_1|^2$ exceeds $(\mathrm{Re}\,\varphi_0^*\varphi_1)^2$. Multiplying the bound by $g\ge0$ gives the energy inequality.

`meanFieldEnergy_eq_square` completes the square, using $s^2=1-m^2$. In `isMinOn_iff_magnetization`, a minimizer is compared with the trial value $\sqrt{1-g^2/4}$, at which the square vanishes. The minimizer's own square must then be zero, so $s=g/2$. Conversely, if $m^2=1-g^2/4$, its square is zero and no other square is smaller.

`meanFieldOrdered_iff` treats the two directions separately. For $g\ge2$ it compares a supposed nonzero minimizer with $m=0$; the `mul_pos` term is the product $(1-s)(g-1-s)$, and its positivity gives the contradiction. For $g<2$ it exhibits $\sqrt{1-g^2/4}$, which is now strictly positive, as the nonzero minimizer.

On the fermion side, `modeMatrix_eigenvalue_iff` computes the $2\times2$ determinant, simplifies it with $\sin^2k+\cos^2k=1$, and reads off $E=\pm\varepsilon_k$ from the equality of two squares. `modeEnergy_gap` evaluates the energy at $k=0$ and uses $\cos k\le1$ for the lower bound.

The last two theorems combine these results. A zero mode forces $|1-g|\le0$ and hence $g=1$, while at $g=1$ the wave number that attains the minimum provides the zero mode. Applied to `gc`, this gives `gc` $=1$, and the mean-field condition $g<2$ becomes $g<2\,$`gc`.
